# The two-potential formula for T-matrices in a ring

## Green's operators and T-matrices

Let \(R\) be a ring with identity, not necessarily commutative. Its elements stand for finite matrices or bounded operators: \(M=E-H_0\) at a fixed energy \(E\), with free Hamiltonian \(H_0\), and two potentials \(V_1,V_2\). Let \(G_0,G_1,G\) be two-sided inverses of \(M\), \(M-V_1\) and \(M-V_1-V_2\). Define

\[
T_1=V_1+V_1G_1V_1,\qquad \tau=V_2+V_2GV_2,\qquad T=V+VGV,\quad V=V_1+V_2 .
\]

Thus \(\tau\) describes scattering by \(V_2\) in the presence of \(V_1\): it contains the full \(G\). The formula is

\[
T=T_1+(1+T_1G_0)\,\tau\,(1+G_0T_1).
\]

In a finite-dimensional model, at an energy where the inverses exist, it separates a solved background \(V_1\) from an added impurity \(V_2\). Replacing \(\tau\) by \(V_2\) gives the distorted-wave Born approximation.

## From the Dyson equation to the formula

Take first a single potential \(V\), with \(G\) inverse to \(M-V\) and \(T=V+VGV\). Expanding \(G_0(M-V)G=G_0\) and \(G(M-V)G_0=G_0\) gives the Dyson equations

\[
G=G_0+G_0VG=G_0+GVG_0 .
\]

Hence

\[
TG_0=V(G_0+GVG_0)=VG,\qquad G_0T=(G_0+G_0VG)V=GV .
\]

Inserting these into \(T=V+VGV\) gives the Lippmann–Schwinger equations \(T=V+VG_0T=V+TG_0V\). Inserting \(VG=TG_0\) into the Dyson equation gives \(G=G_0+G_0TG_0\). If also \(G=G_0+G_0XG_0\), then \(G_0XG_0=G_0TG_0\), and multiplying by \(M\) on both sides gives \(X=T\).

Now return to two potentials. Expand \(G\) about \(G_1\), then \(G_1\) about \(G_0\):

\[
G=G_1+G_1\tau G_1,\qquad G_1=G_0+G_0T_1G_0=G_0(1+T_1G_0)=(1+G_0T_1)G_0 .
\]

Therefore

\[
G=G_0+G_0\bigl[T_1+(1+T_1G_0)\tau(1+G_0T_1)\bigr]G_0 ,
\]

and the bracket must be \(T\).

## Rescattering between the potentials

Suppose \(M-V_2\) also has an inverse \(G_2\), and put \(T_2=V_2+V_2G_2V_2\). The Lippmann–Schwinger equation about \(G_1\) reads

\[
\tau=V_2+V_2G_1\tau=V_2+V_2G_0\tau+V_2G_0T_1G_0\tau .
\]

Multiply on the left by \(1+T_2G_0\). Since \((1+T_2G_0)V_2=T_2\), this gives \(\tau+T_2G_0\tau=T_2+T_2G_0\tau+T_2G_0T_1G_0\tau\), so

\[
\tau=T_2+T_2G_0T_1G_0\tau .
\]

## A two-level example

Take \(M=\mathrm{diag}(2,1)\), level shifts \(V_1=\mathrm{diag}(1,-1)\) and hopping \(V_2=\begin{pmatrix}0&1\\1&0\end{pmatrix}\). Then \(G_0=\mathrm{diag}(\tfrac12,1)\), \(G_1=\mathrm{diag}(1,\tfrac12)\), \(G=\begin{pmatrix}2&1\\1&1\end{pmatrix}\), and

\[
T_1=\mathrm{diag}(2,-\tfrac12),\qquad \tau=\begin{pmatrix}1&2\\2&2\end{pmatrix},\qquad 1+T_1G_0=1+G_0T_1=\mathrm{diag}(2,\tfrac12).
\]

The formula gives

\[
T=\begin{pmatrix}2&0\\0&-\tfrac12\end{pmatrix}+\begin{pmatrix}4&2\\2&\tfrac12\end{pmatrix}=\begin{pmatrix}6&2\\2&0\end{pmatrix},
\]

in agreement with \(V+VGV\) computed directly.

## The statements in Lean

`IsGreen A G` says that `G` is a two-sided inverse of `A`, and `tMatrix V G` is \(V+VGV\). So `tMatrix V1 G1` is \(T_1\), `tMatrix V2 G` is \(\tau\), and `two_potential` is the formula above. Its three `IsGreen` hypotheses mean physically that \(E\) avoids the spectra of the three Hamiltonians. Neither hermiticity nor a convergent Born series is needed.

`distorted_wave_amplitude` takes finite complex matrices and arbitrary vectors \(\psi,\varphi\):

\[
\langle\psi|T|\varphi\rangle=\langle\psi|T_1|\varphi\rangle+\bigl\langle(1+G_0^\dagger T_1^\dagger)\psi\bigm|\tau\bigm|(1+G_0T_1)\varphi\bigr\rangle .
\]

The two-potential formula of scattering theory concerns on-shell states in a continuum, reached by a limit \(E+i0\). That limit is absent here, and these amplitudes are off-shell.

```lean
import Mathlib

open Matrix

namespace TwoPotentialFormula

variable {R : Type*} [Ring R]

/-- `G` is the Green's operator of `A` (for instance `A = E - H`): a two-sided inverse. -/
def IsGreen (A G : R) : Prop := G * A = 1 ∧ A * G = 1

/-- The T-matrix `V + V G V` of a potential `V`, where `G` is the full Green's operator. -/
def tMatrix (V G : R) : R := V + V * G * V

/-- The Dyson equation in its two forms, with the free Green's operator on the left
or on the right. -/
theorem dyson {M V G0 G : R} (h0 : IsGreen M G0) (h : IsGreen (M - V) G) :
    G = G0 + G0 * V * G ∧ G = G0 + G * V * G0 := by
  obtain ⟨a, b⟩ := h0
  obtain ⟨c, d⟩ := h
  constructor
  · linear_combination (norm := noncomm_ring) G0 * d - a * G
  · linear_combination (norm := noncomm_ring) c * G0 - G * b

/-- The T-matrix with free propagation equals the bare potential with full propagation,
on either side. -/
theorem tMatrix_mul_green {M V G0 G : R} (h0 : IsGreen M G0) (h : IsGreen (M - V) G) :
    tMatrix V G * G0 = V * G ∧ G0 * tMatrix V G = G * V := by
  obtain ⟨d1, d2⟩ := dyson h0 h
  unfold tMatrix
  constructor
  · linear_combination (norm := noncomm_ring) (-V) * d2
  · linear_combination (norm := noncomm_ring) d1 * (-V)

/-- The Lippmann-Schwinger equation for the T-matrix, in its two forms. -/
theorem lippmann_schwinger {M V G0 G : R} (h0 : IsGreen M G0) (h : IsGreen (M - V) G) :
    tMatrix V G = V + V * G0 * tMatrix V G ∧
      tMatrix V G = V + tMatrix V G * G0 * V := by
  obtain ⟨l, r⟩ := tMatrix_mul_green h0 h
  have hT : tMatrix V G = V + V * G * V := rfl
  constructor
  · linear_combination (norm := noncomm_ring) hT + (-V) * r
  · linear_combination (norm := noncomm_ring) hT + l * (-V)

/-- The full Green's operator has the form `G0 + G0 X G0` exactly when `X` is the T-matrix. -/
theorem green_eq_iff {M V G0 G : R} (h0 : IsGreen M G0) (h : IsGreen (M - V) G) (X : R) :
    G = G0 + G0 * X * G0 ↔ X = tMatrix V G := by
  have key : G = G0 + G0 * tMatrix V G * G0 := by
    linear_combination (norm := noncomm_ring)
      (dyson h0 h).1 - G0 * (tMatrix_mul_green h0 h).1
  constructor
  · intro hX
    have e : G0 * X * G0 = G0 * tMatrix V G * G0 := add_left_cancel (hX.symm.trans key)
    -- strip the free propagators by multiplying with `M` on both sides
    calc X = (M * G0) * X * (G0 * M) := by rw [h0.2, h0.1, one_mul, mul_one]
      _ = M * (G0 * X * G0) * M := by simp only [mul_assoc]
      _ = M * (G0 * tMatrix V G * G0) * M := by rw [e]
      _ = (M * G0) * tMatrix V G * (G0 * M) := by simp only [mul_assoc]
      _ = tMatrix V G := by rw [h0.2, h0.1, one_mul, mul_one]
  · intro hX
    rw [hX]
    exact key

/-- The two-potential formula: the T-matrix of `V1 + V2` is that of `V1` plus the T-matrix of
`V2` in the presence of `V1`, dressed on both sides by the scattering from `V1`. -/
theorem two_potential {M V1 V2 G0 G1 G : R} (h0 : IsGreen M G0)
    (h1 : IsGreen (M - V1) G1) (h : IsGreen (M - V1 - V2) G) :
    tMatrix (V1 + V2) G = tMatrix V1 G1 +
      (1 + tMatrix V1 G1 * G0) * tMatrix V2 G * (1 + G0 * tMatrix V1 G1) := by
  have h' : IsGreen (M - (V1 + V2)) G := by
    rw [← sub_sub]
    exact h
  -- expand `G` about `G1`, and `G1` about `G0`
  have e : G = G1 + G1 * tMatrix V2 G * G1 := (green_eq_iff h1 h _).2 rfl
  have e1 : G1 = G0 + G0 * tMatrix V1 G1 * G0 := (green_eq_iff h0 h1 _).2 rfl
  symm
  apply (green_eq_iff h0 h' _).1
  calc G = G1 + G1 * tMatrix V2 G * G1 := e
    _ = (G0 + G0 * tMatrix V1 G1 * G0) + (G0 + G0 * tMatrix V1 G1 * G0) * tMatrix V2 G *
          (G0 + G0 * tMatrix V1 G1 * G0) := by rw [← e1]
    _ = _ := by noncomm_ring

/-- The T-matrix of `V2` in the presence of `V1` obeys a rescattering equation that contains
only the separate T-matrices of the two potentials and free propagation. -/
theorem rescattering {M V1 V2 G0 G1 G2 G : R} (h0 : IsGreen M G0)
    (h1 : IsGreen (M - V1) G1) (h2 : IsGreen (M - V2) G2) (h : IsGreen (M - V1 - V2) G) :
    tMatrix V2 G = tMatrix V2 G2 +
      tMatrix V2 G2 * G0 * tMatrix V1 G1 * G0 * tMatrix V2 G := by
  have e1 : G1 = G0 + G0 * tMatrix V1 G1 * G0 := (green_eq_iff h0 h1 _).2 rfl
  have a := (lippmann_schwinger h1 h).1
  have b := (lippmann_schwinger h0 h2).2
  -- propagation between two actions of `V2` is free or passes through `V1`
  have c : tMatrix V2 G =
      V2 + V2 * (G0 + G0 * tMatrix V1 G1 * G0) * tMatrix V2 G := by
    rw [← e1]
    exact a
  linear_combination (norm := noncomm_ring) (1 + tMatrix V2 G2 * G0) * c -
    b * (1 + (G0 + G0 * tMatrix V1 G1 * G0) * tMatrix V2 G)

/-- The transition amplitude from `φ` to `ψ` is the amplitude for `V1` alone plus the matrix
element of the T-matrix of `V2` in the presence of `V1` between waves distorted by `V1`;
the final wave is distorted with the adjoint operators. -/
theorem distorted_wave_amplitude {n : Type*} [Fintype n] [DecidableEq n]
    {M V1 V2 G0 G1 G : Matrix n n ℂ} (h0 : IsGreen M G0)
    (h1 : IsGreen (M - V1) G1) (h : IsGreen (M - V1 - V2) G) (ψ φ : n → ℂ) :
    star ψ ⬝ᵥ (tMatrix (V1 + V2) G *ᵥ φ) = star ψ ⬝ᵥ (tMatrix V1 G1 *ᵥ φ) +
      star ((1 + G0ᴴ * (tMatrix V1 G1)ᴴ) *ᵥ ψ) ⬝ᵥ
        (tMatrix V2 G *ᵥ ((1 + G0 * tMatrix V1 G1) *ᵥ φ)) := by
  have hc : (1 + G0ᴴ * (tMatrix V1 G1)ᴴ)ᴴ = 1 + tMatrix V1 G1 * G0 := by
    simp [Matrix.conjTranspose_add, Matrix.conjTranspose_mul]
  -- move the distortion of the final wave onto the operator, then collect
  rw [Matrix.star_mulVec, hc, ← Matrix.dotProduct_mulVec, Matrix.mulVec_mulVec,
    Matrix.mulVec_mulVec, ← dotProduct_add, ← Matrix.add_mulVec, two_potential h0 h1 h]

/-- A two-level system with level shifts `V1 = diag(1, -1)` and hopping `V2` between the levels
has all four Green's matrices: free, with `V1`, with `V2`, and with both. -/
theorem isGreen_witness :
    IsGreen (!![2, 0; 0, 1] : Matrix (Fin 2) (Fin 2) ℂ) !![1 / 2, 0; 0, 1] ∧
    IsGreen (!![2, 0; 0, 1] - !![1, 0; 0, -1] : Matrix (Fin 2) (Fin 2) ℂ)
      !![1, 0; 0, 1 / 2] ∧
    IsGreen (!![2, 0; 0, 1] - !![0, 1; 1, 0] : Matrix (Fin 2) (Fin 2) ℂ)
      !![1, 1; 1, 2] ∧
    IsGreen (!![2, 0; 0, 1] - !![1, 0; 0, -1] - !![0, 1; 1, 0] : Matrix (Fin 2) (Fin 2) ℂ)
      !![2, 1; 1, 1] := by
  refine ⟨⟨?_, ?_⟩, ⟨?_, ?_⟩, ⟨?_, ?_⟩, ⟨?_, ?_⟩⟩ <;> ext i j <;> fin_cases i <;>
    fin_cases j <;> simp [Matrix.mul_apply, Fin.sum_univ_succ] <;> norm_num

end TwoPotentialFormula
```

```lean
#print axioms TwoPotentialFormula.two_potential
#print axioms TwoPotentialFormula.rescattering
#print axioms TwoPotentialFormula.distorted_wave_amplitude
```

```
'TwoPotentialFormula.two_potential' depends on axioms: [propext]
'TwoPotentialFormula.rescattering' depends on axioms: [propext]
'TwoPotentialFormula.distorted_wave_amplitude' depends on axioms: [propext, Classical.choice, Quot.sound]
```

## How the proof follows the algebra

In `dyson`, `linear_combination` multiplies the inverse relations by `G0` or `G` on the appropriate side, and `noncomm_ring` checks the remainder without commuting factors. `tMatrix_mul_green` and `lippmann_schwinger` work in the same way.

`green_eq_iff` is the uniqueness step; its `calc` block inserts `M * G0` and `G0 * M`, both equal to 1. `two_potential` uses it three times: `e` expands \(G\) about \(G_1\), `e1` expands \(G_1\) about \(G_0\), and the last use reads off \(T\).

In `rescattering`, `c` is the equation for \(\tau\) with \(G_1\) expanded, and the factor `1 + tMatrix V2 G2 * G0` is the multiplier used above. `distorted_wave_amplitude` moves the bra's distortion onto the operator by taking an adjoint, then applies `two_potential`. `isGreen_witness` checks the example's four inverses entry by entry.

## Defining T by its integral equation

Another model would define \(T\) as a solution of \(T=V+VG_0T\), with no \(G\) in the definition. Uniqueness would then need an argument: \(1-VG_0=(M-V)G_0\) is invertible whenever \(M-V\) is. The formula would keep its form, but each T-matrix would enter through an equation rather than an explicit expression.
